# Inverse static Lindhard function: quartic coefficient 8/45 at long wavelengths, inverse-square coefficient −24/175 at short ones

**Q:** A weak static potential of wavenumber q acts on a three-dimensional, non-interacting electron gas at zero temperature, with Fermi wavenumber kF. The number density responds by −N₀F(x) times the potential energy given to an electron, where x = q/(2kF) and N₀ is the density of states at the Fermi level, per volume and for both spins. Slow modulations follow Thomas-Fermi theory, where 1/F is 1, and rapid ones von Weizsäcker's, where 1/F is 3x². What are the first two corrections to 1/F at each end, and does the Lean code describe this gas at all?

**A:** It describes the gas through the closed formula for F, which it takes as a definition. Deriving that formula from perturbation theory of the Fermi sea is the step left to physics. "Lindhard function" often means the full response; here `lindhard` is the dimensionless F, and `remainder` is a scaled remainder R.

```lean
import Mathlib

open Filter Topology

namespace LindhardGradientCorrections

noncomputable section

/-- The static Lindhard function of the reduced wavenumber `x = q / (2 kF)`,
for positive `x` different from `1`. -/
def lindhard (x : ℝ) : ℝ :=
  1 / 2 + (1 - x ^ 2) / (4 * x) * Real.log |(1 + x) / (1 - x)|

/-- The polynomial `1 - x ^ 2 / 3 - x ^ 4 / 15` minus the Lindhard function, divided by `x ^ 6`, for
positive `x` different from `1`. -/
def remainder (x : ℝ) : ℝ :=
  (1 - x ^ 2 / 3 - x ^ 4 / 15 - lindhard x) / x ^ 6
```

**Q:** How do you get the corrections without Lean?

**A:** For 0 < x < 1, expand the logarithm:

log((1+x)/(1−x)) = 2(x + x³/3 + x⁵/5 + x⁷/7 + …)

Multiplying by (1−x²)/(4x) and adding 1/2 gives

F(x) = 1 − x²/3 − x⁴/15 − x⁶/35 − …

So F = 1 − x²/3 − x⁴/15 − x⁶R(x) exactly, with R → 1/35 as x → 0+. Then

1 − (1 + x²/3)·F(x) = x⁴[8/45 + x²(1/45 + R) + x⁴R/3]

Dividing by x⁴F and letting x → 0+ leaves 8/45.

For x > 1, put t = 1/x. The prefactor (1−x²)/(4x) changes sign under x → t, while the absolute value in the logarithm is unchanged. Hence F(x) = 1 − F(t), or

F(x) = t²D, with D = 1/3 + t²/15 + t⁴R(t)

Since 1/F = x²/D,

x²(1/F − 3x² + 3/5) = [1/25 − 3R(t) + (3/5)t²R(t)]/D

As x → ∞ this tends to 3(1/25 − 3/35) = −24/175. In particular, 1/F − 3x² tends to −3/5.

**Q:** Those dots hide an infinite series. What controls it in Lean?

**A:** An explicit error bound. Mathlib's estimate for log(1−t), with eight terms, is applied at t and at −t. The even powers cancel in the difference, and each error is at most 2t⁹ when t ≤ 1/2.

```lean
/-- For `0 < t ≤ 1/2` the Lindhard logarithm equals its seventh-order polynomial
up to an error of at most `4 t ^ 9`. -/
theorem log_ratio_bound {t : ℝ} (ht : 0 < t) (ht2 : t ≤ 1 / 2) :
    |Real.log ((1 + t) / (1 - t)) - 2 * (t + t ^ 3 / 3 + t ^ 5 / 5 + t ^ 7 / 7)|
      ≤ 4 * t ^ 9 := by
  have h1 := Real.abs_log_sub_add_sum_range_le (x := t)
    (by rw [abs_of_pos ht]; linarith) 8
  have h2 := Real.abs_log_sub_add_sum_range_le (x := -t)
    (by rw [abs_neg, abs_of_pos ht]; linarith) 8
  have s1 : ∑ i ∈ Finset.range 8, t ^ (i + 1) / ((i : ℝ) + 1) =
      t + t ^ 2 / 2 + t ^ 3 / 3 + t ^ 4 / 4 + t ^ 5 / 5 + t ^ 6 / 6 + t ^ 7 / 7
        + t ^ 8 / 8 := by
    simp only [Finset.sum_range_succ, Finset.sum_range_zero]
    push_cast
    ring
  have s2 : ∑ i ∈ Finset.range 8, (-t) ^ (i + 1) / ((i : ℝ) + 1) =
      -t + t ^ 2 / 2 - t ^ 3 / 3 + t ^ 4 / 4 - t ^ 5 / 5 + t ^ 6 / 6 - t ^ 7 / 7
        + t ^ 8 / 8 := by
    simp only [Finset.sum_range_succ, Finset.sum_range_zero]
    push_cast
    ring
  rw [s1, abs_of_pos ht] at h1
  rw [s2, abs_neg, abs_of_pos ht, sub_neg_eq_add] at h2
  have hb : t ^ (8 + 1) / (1 - t) ≤ 2 * t ^ 9 := by
    rw [div_le_iff₀ (by linarith)]
    have hp := mul_nonneg (pow_pos ht 9).le (by linarith : 0 ≤ 1 - 2 * t)
    have e : 2 * t ^ 9 * (1 - t) - t ^ (8 + 1) = t ^ 9 * (1 - 2 * t) := by ring
    exact sub_nonneg.1 (e ▸ hp)
  -- the even powers cancel between the two logarithms
  obtain ⟨a1, a2⟩ := abs_le.mp (h1.trans hb)
  obtain ⟨b1, b2⟩ := abs_le.mp (h2.trans hb)
  rw [Real.log_div (by linarith) (by linarith), abs_le]
  constructor <;> linarith
```

The prefactor is at most 1/(4t), so this error contributes at most t⁸ to F. The truncated polynomial leaves a further −t⁸/14, and 2t⁸ bounds both.

```lean
/-- For `0 < t ≤ 1/2` the Lindhard function equals its sixth-order polynomial
up to an error of at most `2 t ^ 8`. -/
theorem lindhard_bound {t : ℝ} (ht : 0 < t) (ht2 : t ≤ 1 / 2) :
    |lindhard t - (1 - t ^ 2 / 3 - t ^ 4 / 15 - t ^ 6 / 35)| ≤ 2 * t ^ 8 := by
  have hl := log_ratio_bound ht ht2
  have key : lindhard t - (1 - t ^ 2 / 3 - t ^ 4 / 15 - t ^ 6 / 35) =
      (1 - t ^ 2) / (4 * t) * (Real.log ((1 + t) / (1 - t))
        - 2 * (t + t ^ 3 / 3 + t ^ 5 / 5 + t ^ 7 / 7)) - t ^ 8 / 14 := by
    unfold lindhard
    rw [Real.log_abs]
    generalize Real.log ((1 + t) / (1 - t)) = L
    field_simp
    ring
  have hc : |(1 - t ^ 2) / (4 * t) * (Real.log ((1 + t) / (1 - t))
      - 2 * (t + t ^ 3 / 3 + t ^ 5 / 5 + t ^ 7 / 7))| ≤ t ^ 8 := by
    have h0 : 0 ≤ (1 - t ^ 2) / (4 * t) := div_nonneg (by nlinarith) (by linarith)
    have h1 : (1 - t ^ 2) / (4 * t) ≤ 1 / (4 * t) := by
      gcongr
      nlinarith [sq_nonneg t]
    rw [abs_mul, abs_of_nonneg h0]
    calc _ ≤ 1 / (4 * t) * (4 * t ^ 9) :=
          mul_le_mul h1 hl (abs_nonneg _) (by positivity)
      _ = t ^ 8 := by field_simp
  obtain ⟨c1, c2⟩ := abs_le.mp hc
  have h8 := pow_pos ht 8
  rw [key, abs_le]
  constructor <;> linarith
```

Dividing by x⁶ gives |R − 1/35| ≤ 2x², and a squeeze finishes the limit. The filter `𝓝[>] 0` means that x approaches zero through positive values.

```lean
/-- The scaled remainder of the Lindhard function tends to `1/35` at long wavelengths. -/
theorem remainder_tendsto : Tendsto remainder (𝓝[>] 0) (𝓝 (1 / 35)) := by
  have hsq : Tendsto (fun x : ℝ => 2 * x ^ 2) (𝓝[>] 0) (𝓝 0) :=
    ((by fun_prop : Continuous fun x : ℝ => 2 * x ^ 2).tendsto' 0 0
      (by norm_num)).mono_left nhdsWithin_le_nhds
  refine tendsto_sub_nhds_zero_iff.1 (squeeze_zero_norm' ?_ hsq)
  filter_upwards [Ioc_mem_nhdsGT (show (0 : ℝ) < 1 / 2 by norm_num)] with x hx
  have hx0 : 0 < x := hx.1
  have e : remainder x - 1 / 35 =
      -(lindhard x - (1 - x ^ 2 / 3 - x ^ 4 / 15 - x ^ 6 / 35)) / x ^ 6 := by
    unfold remainder
    field_simp
    ring
  rw [e, Real.norm_eq_abs, abs_div, abs_neg, abs_of_pos (pow_pos hx0 6),
    div_le_iff₀ (pow_pos hx0 6)]
  calc _ ≤ 2 * x ^ 8 := lindhard_bound hx0 hx.2
    _ = 2 * x ^ 2 * x ^ 6 := by ring
```

**Q:** That bound lives at small x. How can it serve short wavelengths?

**A:** Through the inversion above. In the next proof `e1` and `e2` are the two sign changes, and `e3` is F(t) = 1 − F(x).

```lean
/-- For `x > 1` the Lindhard function is given exactly by two inverse powers of `x`
and the scaled remainder taken at `1/x`. -/
theorem lindhard_short_wavelength {x : ℝ} (hx : 1 < x) :
    lindhard x = x⁻¹ ^ 2 / 3 + x⁻¹ ^ 4 / 15 + x⁻¹ ^ 6 * remainder x⁻¹ := by
  have hx0 : 0 < x := by linarith
  have ht0 : 0 < x⁻¹ := inv_pos.2 hx0
  have hxt : x * x⁻¹ = 1 := mul_inv_cancel₀ hx0.ne'
  generalize x⁻¹ = t at ht0 hxt ⊢
  have h1 : 1 - x ≠ 0 := by linarith
  have h2 : 1 - t ≠ 0 := by
    intro h
    have : t = 1 := by linarith
    rw [this] at hxt
    linarith
  -- inverting `x` flips the sign of the prefactor and of the ratio inside the absolute value
  have e1 : (1 + t) / (1 - t) = -((1 + x) / (1 - x)) := by
    rw [← neg_div, div_eq_div_iff h2 h1]
    linear_combination (-2) * hxt
  have e2 : (1 - t ^ 2) / (4 * t) = -((1 - x ^ 2) / (4 * x)) := by
    rw [← neg_div, div_eq_div_iff (by positivity) (by positivity)]
    linear_combination (-4 * x - 4 * t) * hxt
  have e3 : lindhard t = 1 - lindhard x := by
    unfold lindhard
    rw [e1, e2, abs_neg]
    ring
  have e4 : t ^ 6 * remainder t = 1 - t ^ 2 / 3 - t ^ 4 / 15 - lindhard t := by
    unfold remainder
    field_simp
  linarith
```

**Q:** And inverting F?

**A:** The bracket divided by F is treated as a function of the pair (x, R), continuous at (0, 1/35). The bound on F also shows F > 0 for 0 < x ≤ 1/2, so the division is legitimate.

```lean
/-- At long wavelengths the inverse Lindhard function exceeds `1 + x ^ 2 / 3` by a
quartic term with coefficient `8/45`. -/
theorem long_wavelength_quartic :
    Tendsto (fun x => (1 / lindhard x - 1 - x ^ 2 / 3) / x ^ 4) (𝓝[>] 0)
      (𝓝 (8 / 45)) := by
  have hc : ContinuousAt (fun p : ℝ × ℝ =>
      (8 / 45 + p.1 ^ 2 * (1 / 45 + p.2) + p.1 ^ 4 * p.2 / 3) /
        (1 - p.1 ^ 2 / 3 - p.1 ^ 4 / 15 - p.1 ^ 6 * p.2)) (0, 1 / 35) :=
    ContinuousAt.div (by fun_prop) (by fun_prop) (by norm_num)
  have hlim : Tendsto (fun p : ℝ × ℝ =>
      (8 / 45 + p.1 ^ 2 * (1 / 45 + p.2) + p.1 ^ 4 * p.2 / 3) /
        (1 - p.1 ^ 2 / 3 - p.1 ^ 4 / 15 - p.1 ^ 6 * p.2)) (𝓝 (0, 1 / 35))
      (𝓝 (8 / 45)) := by
    convert hc.tendsto using 2
    norm_num
  have hid : Tendsto (fun x : ℝ => x) (𝓝[>] 0) (𝓝 0) := nhdsWithin_le_nhds
  refine (hlim.comp (hid.prodMk_nhds remainder_tendsto)).congr' ?_
  filter_upwards [Ioc_mem_nhdsGT (show (0 : ℝ) < 1 / 2 by norm_num)] with x hx
  have hx0 : 0 < x := hx.1
  have hF : lindhard x ≠ 0 := by
    have hb := (abs_le.mp (lindhard_bound hx0 hx.2)).1
    have p2 := pow_le_pow_left₀ hx0.le hx.2 2
    have p4 := pow_le_pow_left₀ hx0.le hx.2 4
    have p6 := pow_le_pow_left₀ hx0.le hx.2 6
    have p8 := pow_le_pow_left₀ hx0.le hx.2 8
    norm_num at p2 p4 p6 p8
    have : 0 < lindhard x := by linarith
    exact this.ne'
  have e4 : x ^ 6 * remainder x = 1 - x ^ 2 / 3 - x ^ 4 / 15 - lindhard x := by
    unfold remainder
    field_simp
  have hden : 1 - x ^ 2 / 3 - x ^ 4 / 15 - x ^ 6 * remainder x = lindhard x := by
    linarith
  have hnum : 8 / 45 + x ^ 2 * (1 / 45 + remainder x) + x ^ 4 * remainder x / 3 =
      (1 - lindhard x * (1 + x ^ 2 / 3)) / x ^ 4 := by
    rw [← hden, eq_div_iff (by positivity)]
    ring
  have hinv : 1 / lindhard x - 1 - x ^ 2 / 3 =
      (1 - lindhard x * (1 + x ^ 2 / 3)) / lindhard x := by
    rw [eq_div_iff hF, sub_mul, sub_mul, one_div_mul_cancel hF]
    ring
  simp only [Function.comp_apply]
  rw [hden, hnum, hinv]
  exact div_right_comm _ _ _
```

At the other end `atTop` means x → ∞. The auxiliary `alg` is the identity with D, the pair is now (1/x, R(1/x)), and F is nonzero because R(1/x) is eventually positive.

```lean
/-- At short wavelengths the inverse Lindhard function differs from `3 x ^ 2 - 3/5` by
an inverse-square term with coefficient `-24/175`. -/
theorem short_wavelength_inverse_square :
    Tendsto (fun x => x ^ 2 * (1 / lindhard x - 3 * x ^ 2 + 3 / 5)) atTop
      (𝓝 (-24 / 175)) := by
  have hc : ContinuousAt (fun p : ℝ × ℝ =>
      (1 / 25 - 3 * p.2 + 3 / 5 * p.1 ^ 2 * p.2) /
        (1 / 3 + p.1 ^ 2 / 15 + p.1 ^ 4 * p.2)) (0, 1 / 35) :=
    ContinuousAt.div (by fun_prop) (by fun_prop) (by norm_num)
  have hlim : Tendsto (fun p : ℝ × ℝ =>
      (1 / 25 - 3 * p.2 + 3 / 5 * p.1 ^ 2 * p.2) /
        (1 / 3 + p.1 ^ 2 / 15 + p.1 ^ 4 * p.2)) (𝓝 (0, 1 / 35))
      (𝓝 (-24 / 175)) := by
    convert hc.tendsto using 2
    norm_num
  -- inversion of the series, with t = 1/x and g = 1/F
  have alg : ∀ x t r g : ℝ, x * t = 1 → 1 / 3 + t ^ 2 / 15 + t ^ 4 * r ≠ 0 →
      g * (t ^ 2 / 3 + t ^ 4 / 15 + t ^ 6 * r) = 1 →
      (1 / 25 - 3 * r + 3 / 5 * t ^ 2 * r) / (1 / 3 + t ^ 2 / 15 + t ^ 4 * r) =
        x ^ 2 * (g - 3 * x ^ 2 + 3 / 5) := by
    intro x t r g hxt hb hg
    have hgb : g * (1 / 3 + t ^ 2 / 15 + t ^ 4 * r) = x ^ 2 := by
      linear_combination x ^ 2 * hg
        - g * (1 / 3 + t ^ 2 / 15 + t ^ 4 * r) * (x * t + 1) * hxt
    rw [div_eq_iff hb]
    linear_combination (-x ^ 2) * hgb
      - (1 / 25 - 3 * r + 3 / 5 * t ^ 2 * r)
        * (x ^ 3 * t ^ 3 + x ^ 2 * t ^ 2 + x * t + 1) * hxt
      + 3 / 5 * x ^ 2 * (1 / 3 + t ^ 2 / 15 + t ^ 4 * r) * (x * t + 1) * hxt
  have hinv : Tendsto (fun x : ℝ => x⁻¹) atTop (𝓝[>] 0) :=
    tendsto_nhdsWithin_iff.2 ⟨tendsto_inv_atTop_zero,
      (eventually_gt_atTop 0).mono fun x hx => inv_pos.2 hx⟩
  have hR := remainder_tendsto.comp hinv
  refine (hlim.comp (tendsto_inv_atTop_zero.prodMk_nhds hR)).congr' ?_
  filter_upwards [eventually_gt_atTop 1,
    hR.eventually (lt_mem_nhds (by norm_num : (0 : ℝ) < 1 / 35))] with x hx hr'
  have hx0 : 0 < x := by linarith
  have hr : 0 < remainder x⁻¹ := hr'
  have hF : lindhard x ≠ 0 := by
    rw [lindhard_short_wavelength hx]
    positivity
  exact alg x x⁻¹ (remainder x⁻¹) (1 / lindhard x) (mul_inv_cancel₀ hx0.ne')
    (by positivity)
    (by rw [← lindhard_short_wavelength hx]; exact one_div_mul_cancel hF)
```

**Q:** I measure q, not x.

**A:** Substituting x = q/(2kF) turns x²/3 into q²/(12kF²) and divides 8/45 by 16kF⁴, giving 1/(90kF⁴). The only hypothesis is kF > 0, a gas of nonzero density.

```lean
/-- In terms of the wavenumber `q` and a Fermi wavenumber `kF > 0`, the quartic
coefficient of the inverse Lindhard function is `1 / (90 kF ^ 4)`. -/
theorem quartic_in_wavenumber {kF : ℝ} (hk : 0 < kF) :
    Tendsto (fun q => (1 / lindhard (q / (2 * kF)) - 1 - q ^ 2 / (12 * kF ^ 2)) / q ^ 4)
      (𝓝[>] 0) (𝓝 (1 / (90 * kF ^ 4))) := by
  have h : Tendsto (fun q : ℝ => q / (2 * kF)) (𝓝[>] 0) (𝓝[>] 0) := by
    refine tendsto_nhdsWithin_iff.2 ⟨?_, ?_⟩
    · exact ((by fun_prop : Continuous fun q : ℝ => q / (2 * kF)).tendsto' 0 0
        (by simp)).mono_left nhdsWithin_le_nhds
    · filter_upwards [self_mem_nhdsWithin] with q hq
      have hq0 : 0 < q := hq
      show 0 < q / (2 * kF)
      positivity
  have hv : 1 / (90 * kF ^ 4) = 8 / 45 / (16 * kF ^ 4) := by ring
  rw [hv]
  refine ((long_wavelength_quartic.comp h).div_const (16 * kF ^ 4)).congr fun q => ?_
  have e : q / (2 * kF) * (2 * kF) = q := div_mul_cancel₀ _ (by positivity)
  have e1 : (q / (2 * kF)) ^ 2 / 3 = q ^ 2 / (12 * kF ^ 2) := by ring
  have e2 : (q / (2 * kF)) ^ 4 * (16 * kF ^ 4) = q ^ 4 := by
    calc _ = (q / (2 * kF) * (2 * kF)) ^ 4 := by ring
      _ = q ^ 4 := by rw [e]
  simp only [Function.comp_apply]
  rw [div_div, e2, e1]
```

**Q:** Do the signs tell me anything?

**A:** They fix the side of approach. A positive limit forces 1/F above 1 + x²/3 for all small enough x > 0; a negative one forces it below 3x² − 3/5 for all large enough x. The theorem gives no numerical thresholds.

```lean
/-- The inverse Lindhard function lies above `1 + x ^ 2 / 3` for all small enough
positive `x`, and below `3 x ^ 2 - 3/5` for all large enough `x`. -/
theorem sides_of_approach :
    (∀ᶠ x in 𝓝[>] (0 : ℝ), 1 + x ^ 2 / 3 < 1 / lindhard x) ∧
      ∀ᶠ x in atTop, 1 / lindhard x < 3 * x ^ 2 - 3 / 5 := by
  constructor
  · filter_upwards [long_wavelength_quartic.eventually
      (lt_mem_nhds (by norm_num : (0 : ℝ) < 8 / 45))] with x hx
    by_contra hn
    have := div_nonpos_of_nonpos_of_nonneg
      (by linarith : 1 / lindhard x - 1 - x ^ 2 / 3 ≤ 0) (by positivity : 0 ≤ x ^ 4)
    linarith
  · filter_upwards [short_wavelength_inverse_square.eventually
      (gt_mem_nhds (by norm_num : (-24 / 175 : ℝ) < 0))] with x hx
    by_contra hn
    have := mul_nonneg (sq_nonneg x)
      (by linarith : 0 ≤ 1 / lindhard x - 3 * x ^ 2 + 3 / 5)
    linarith

end

end LindhardGradientCorrections
```

**Q:** Where would I use this?

**A:** In orbital-free density functional theory, 1/(N₀F) is the second functional derivative of the non-interacting kinetic energy at a uniform density, written in Fourier space. An approximate kinetic functional can be compared with these coefficients in that linear-response setting; they say nothing about exchange and correlation or about strong density variations.

```lean
#print axioms LindhardGradientCorrections.short_wavelength_inverse_square
#print axioms LindhardGradientCorrections.quartic_in_wavenumber
#print axioms LindhardGradientCorrections.sides_of_approach
```

```
'LindhardGradientCorrections.short_wavelength_inverse_square' depends on axioms: [propext, Classical.choice, Quot.sound]
'LindhardGradientCorrections.quartic_in_wavenumber' depends on axioms: [propext, Classical.choice, Quot.sound]
'LindhardGradientCorrections.sides_of_approach' depends on axioms: [propext, Classical.choice, Quot.sound]
```
